# The plane-wave Hartree–Fock energy per electron of jellium has a single minimum in the density radius

Take a fully spin-polarised electron gas on a uniform neutralising background, so that one Fermi sphere is filled. In atomic units, with \(k\) the Fermi wavevector, the kinetic energy per electron is the average of \(q^2/2\) over the sphere \(q\le k\), which is \(3k^2/10\). The exchange energy per electron of the filled sphere is \(-3k/(4\pi)\), a standard result taken as given here. Their sum is a parabola in \(k\):

\[
\frac{3}{10}k^2-\frac{3}{4\pi}k
=\frac{3}{10}\left(k-\frac{5}{4\pi}\right)^2-\frac{15}{32\pi^2}.
\]

The lowest energy is therefore \(-15/(32\pi^2)\) hartree, about \(-0.0475\), and it is reached only at \(k=5/(4\pi)\). What remains is to translate \(k\) into a density.

## From the Fermi wavevector to the density radius

Let the gas have \(g\ge 1\) equally filled components: \(g=1\) is the polarised gas, \(g=2\) the paramagnetic one, and larger \(g\) can count valleys as well as spins in an idealised model where every valley has the free-electron dispersion and exchange between valleys is neglected. Exchange then acts only within a component, and all components have the same \(k\), so the energy per electron is the same parabola for every \(g\). Only the relation between \(k\) and the density changes.

The density radius \(r\), in bohr, is the radius of a ball that holds one electron on average. Each Fermi sphere contributes a density \(k^3/(6\pi^2)\), hence

\[
g\,\frac{k^3}{6\pi^2}\cdot\frac{4\pi r^3}{3}=1,
\qquad (kr)^3=\frac{9\pi}{2g}.
\]

Thus \(k=c/r\) with \(c=(9\pi/(2g))^{1/3}\), and the energy per electron is

\[
E(r)=\frac{3c^2}{10r^2}-\frac{3c}{4\pi r}
=-\frac{15}{32\pi^2}+\frac{3}{10}\left(\frac{c}{r}-\frac{5}{4\pi}\right)^2 .
\]

For \(r>0\) the square vanishes exactly when \(c/r=5/(4\pi)\), that is, at \(r_{\min}=4\pi c/5\). At every other positive radius the energy is strictly higher. In the dilute limit \(r\to\infty\), \(c/r\to0\) and the energy rises to zero from below; as \(r\to0\) the kinetic term dominates and the energy grows without bound.

Differentiation shows the same structure:

\[
E'(r)=-\frac{3c^2}{5r^3}+\frac{3c}{4\pi r^2}
=\frac{3c}{4\pi r^3}\,(r-r_{\min}).
\]

The energy falls before \(r_{\min}\) and rises after it. Substituting \(k=5/(4\pi)\) into the two terms gives a kinetic energy of \(15/(32\pi^2)\) and an exchange energy of \(-15/(16\pi^2)\), so the exchange energy is minus twice the kinetic energy there.

For the paramagnetic gas \(c^3=9\pi/4\), and

\[
r_{\min}^3=\frac{64\pi^3}{125}\cdot\frac{9\pi}{4}=\frac{144\pi^4}{125}.
\]

From \(3.14<\pi<3.15\) one gets \(97<\pi^4<99\), so \(r_{\min}^3\) lies between \(111.744\) and \(114.048\). Since \(4.8^3=110.592\) and \(4.85^3=114.084125\), it follows that \(4.8<r_{\min}<4.85\). Going from two components to one doubles \(c^3\), so the polarised minimum lies at a radius larger by the factor \(2^{1/3}\), near \(6.1\) bohr.

For equally filled Fermi spheres in the limit of infinite system size, the closed forms above give exact targets for testing a program that evaluates the kinetic and exchange energies.

## The energy as a Lean function

```lean
import Mathlib

open Real

namespace JelliumHartreeFockMinimum

noncomputable section
```

The number of components is a natural number `g`, and `fermiConst g` is the constant \(c\). The cube root is a real power with exponent `1 / 3`.

```lean
/-- The product of Fermi wavevector and density radius for an electron gas with `g` equally
filled spin (or valley) components. -/
def fermiConst (g : ℕ) : ℝ := (9 * π / (2 * (g : ℝ))) ^ (1 / 3 : ℝ)
```

The two energy terms are functions of `g` and the real number `r`. Lengths in bohr and energies in hartree are conventions of reading; the type `ℝ` carries no units.

```lean
/-- Kinetic energy per electron, in hartree, at density radius `r` in bohr. -/
def kineticEnergy (g : ℕ) (r : ℝ) : ℝ := 3 * fermiConst g ^ 2 / (10 * r ^ 2)

/-- Exchange energy per electron, in hartree, at density radius `r` in bohr. -/
def exchangeEnergy (g : ℕ) (r : ℝ) : ℝ := -(3 * fermiConst g / (4 * π * r))

/-- Hartree-Fock energy per electron of jellium: kinetic plus exchange energy. -/
def hfEnergy (g : ℕ) (r : ℝ) : ℝ := kineticEnergy g r + exchangeEnergy g r
```

These definitions are the physical input. The file does not derive them from a many-electron Hamiltonian, and they describe the determinant of plane waves with equally filled spheres. Correlation is absent, and no claim is made that this determinant is the lowest Hartree–Fock state at a given density.

```lean
/-- The density radius `4πc/5`, where `c` is the Fermi constant of the gas. -/
def rMin (g : ℕ) : ℝ := 4 * π * fermiConst g / 5
```

## Checking the density condition

The first lemma records that \(c>0\) when there is at least one component. It is needed wherever \(c\) is cancelled.

```lean
lemma fermiConst_pos {g : ℕ} (hg : 0 < g) : 0 < fermiConst g := by
  have hg' : (0 : ℝ) < g := Nat.cast_pos.mpr hg
  unfold fermiConst
  positivity
```

The cube formula follows by writing the third power as a real power and multiplying the exponents, \(\tfrac13\cdot3=1\).

```lean
/-- The cube of the Fermi constant is `9π/(2g)`. -/
theorem fermiConst_cube (g : ℕ) : fermiConst g ^ 3 = 9 * π / (2 * (g : ℝ)) := by
  unfold fermiConst
  rw [← Real.rpow_natCast, ← Real.rpow_mul (by positivity)]
  norm_num
```

The next theorem ties the constant to its meaning. The factor `(g : ℝ) * (fermiConst g / r) ^ 3 / (6 * π ^ 2)` is the density of \(g\) filled spheres, and the other factor is the volume of the ball. The proof inserts the formula for \(c^3\) and cancels.

```lean
/-- With `g` Fermi spheres of wavevector `c/r` filled, a ball of radius `r` holds one electron on
average. -/
theorem one_electron_per_sphere {g : ℕ} (hg : 0 < g) {r : ℝ} (hr : 0 < r) :
    (g : ℝ) * (fermiConst g / r) ^ 3 / (6 * π ^ 2) * (4 / 3 * π * r ^ 3) = 1 := by
  have hg' : (g : ℝ) ≠ 0 := (Nat.cast_pos.mpr hg).ne'
  have hp : π ≠ 0 := Real.pi_ne_zero
  have hr' : r ≠ 0 := hr.ne'
  rw [div_pow, fermiConst_cube]
  field_simp
  norm_num
```

## The square and the strict minimum

Completing the square is an algebraic identity, which `ring` verifies once the definitions are unfolded. The fact \(\pi\neq0\) recorded in the proof is not needed for this step. The identity has its physical reading for \(g\ge1\) and \(r>0\), although the statement does not impose those conditions.

```lean
/-- The Hartree-Fock energy is a constant plus a square in the Fermi wavevector `c/r`. -/
theorem hfEnergy_eq_square (g : ℕ) (r : ℝ) :
    hfEnergy g r
      = -15 / (32 * π ^ 2) + 3 / 10 * (fermiConst g / r - 5 / (4 * π)) ^ 2 := by
  have hp : π ≠ 0 := Real.pi_ne_zero
  unfold hfEnergy kineticEnergy exchangeEnergy
  ring
```

The main theorem has three parts: the radius is positive, the energy there is \(-15/(32\pi^2)\), and every other positive radius has strictly greater energy. Together they say that the global minimum over \(r>0\) exists and is unique.

For the value, the proof shows that \(c/r_{\min}=5/(4\pi)\), so the square is zero. For strictness, it supposes that the square's base vanishes at some \(r\neq r_{\min}\). Cross-multiplication then gives \(r=4\pi c/5\), a contradiction. The base is therefore nonzero, its square is positive, and the identity above gives the inequality.

```lean
/-- For any positive number of components, the Hartree-Fock energy has its unique global minimum
over positive density radii at `4πc/5`, with value `-15/(32π²)` hartree. -/
theorem hfEnergy_minimum {g : ℕ} (hg : 0 < g) :
    0 < rMin g ∧ hfEnergy g (rMin g) = -15 / (32 * π ^ 2) ∧
      ∀ r : ℝ, 0 < r → r ≠ rMin g → -15 / (32 * π ^ 2) < hfEnergy g r := by
  have hc := fermiConst_pos hg
  have hc' : fermiConst g ≠ 0 := hc.ne'
  have hp : π ≠ 0 := Real.pi_ne_zero
  refine ⟨by unfold rMin; positivity, ?_, ?_⟩
  · -- at the minimum the Fermi wavevector is 5/(4π), so the square vanishes
    have hk : fermiConst g / rMin g = 5 / (4 * π) := by
      unfold rMin
      field_simp
    rw [hfEnergy_eq_square, hk]
    ring
  · intro r hr hne
    -- away from the minimum the square is strictly positive
    have hk : fermiConst g / r - 5 / (4 * π) ≠ 0 := by
      intro h
      apply hne
      have h1 := sub_eq_zero.mp h
      rw [div_eq_div_iff hr.ne' (by positivity)] at h1
      unfold rMin
      linarith
    have hsq : 0 < (fermiConst g / r - 5 / (4 * π)) ^ 2 :=
      lt_of_le_of_ne (sq_nonneg _) (Ne.symm (pow_ne_zero 2 hk))
    rw [hfEnergy_eq_square]
    linarith
```

## Slope and energy balance

`HasDerivAt` states both that the energy is differentiable at `r` and what its derivative is. The proof rewrites the energy in terms of \(x^{-1}\), applies the product and constant-multiple rules, and then checks that the result equals the factored slope.

```lean
/-- The slope of the Hartree-Fock energy in the density radius is a multiple of the
displacement from `4πc/5`. -/
theorem hfEnergy_hasDerivAt (g : ℕ) {r : ℝ} (hr : 0 < r) :
    HasDerivAt (hfEnergy g) (3 * fermiConst g / (4 * π * r ^ 3) * (r - rMin g)) r := by
  have hr' : r ≠ 0 := hr.ne'
  have hp : π ≠ 0 := Real.pi_ne_zero
  have heq : hfEnergy g = fun x : ℝ =>
      3 * fermiConst g ^ 2 / 10 * (x⁻¹ * x⁻¹) - 3 * fermiConst g / (4 * π) * x⁻¹ := by
    funext x
    unfold hfEnergy kineticEnergy exchangeEnergy
    ring
  have h : HasDerivAt (fun x : ℝ => x⁻¹) (-(r ^ 2)⁻¹) r := hasDerivAt_inv hr'
  rw [heq]
  refine HasDerivAt.congr_deriv
    (((h.fun_mul h).const_mul (3 * fermiConst g ^ 2 / 10)).fun_sub
      (h.const_mul (3 * fermiConst g / (4 * π)))) ?_
  unfold rMin
  field_simp
  ring
```

The balance of the two terms at the minimum comes from direct substitution of \(r_{\min}\), where \(c\) cancels. That cancellation is why neither value depends on \(g\).

```lean
/-- For any positive number of components, at the density radius `4πc/5` the kinetic energy is
`15/(32π²)` and the exchange energy is `-15/(16π²)` hartree per electron. -/
theorem energies_at_minimum {g : ℕ} (hg : 0 < g) :
    kineticEnergy g (rMin g) = 15 / (32 * π ^ 2) ∧
      exchangeEnergy g (rMin g) = -(15 / (16 * π ^ 2)) := by
  have hc' : fermiConst g ≠ 0 := (fermiConst_pos hg).ne'
  have hp : π ≠ 0 := Real.pi_ne_zero
  constructor
  · unfold kineticEnergy rMin
    field_simp
    norm_num
  · unfold exchangeEnergy rMin
    field_simp
    norm_num
```

## The paramagnetic gas in numbers

This theorem states the result for two components with no reference to the earlier definitions. Its `c` is any real number equal to \((9\pi/4)^{1/3}\), and the energy is written out in full. The interval, the value at the minimum and the strict inequality elsewhere appear as its three parts.

The proof begins by identifying `c` with `fermiConst 2` and carrying over the general theorem. It then follows the numerical argument above: `hx` is the formula \(r_{\min}^3=144\pi^4/125\), while `lo` and `hi` bound \(\pi^4\). The lemma `lt_of_pow_lt_pow_left₀` passes from an inequality between cubes to one between the radii.

```lean
/-- The paramagnetic gas: with `c = (9π/4)^(1/3)` the Hartree-Fock energy has its unique global
minimum at `4πc/5`, between 4.8 and 4.85 bohr, with value `-15/(32π²)` hartree. -/
theorem paramagnetic_minimum (c : ℝ) (hc : c = (9 * π / 4) ^ (1 / 3 : ℝ)) :
    (4.8 < 4 * π * c / 5 ∧ 4 * π * c / 5 < 4.85) ∧
      3 * c ^ 2 / (10 * (4 * π * c / 5) ^ 2) - 3 * c / (4 * π * (4 * π * c / 5))
        = -15 / (32 * π ^ 2) ∧
      ∀ r : ℝ, 0 < r → r ≠ 4 * π * c / 5 →
        -15 / (32 * π ^ 2) < 3 * c ^ 2 / (10 * r ^ 2) - 3 * c / (4 * π * r) := by
  have h2 : fermiConst 2 = c := by
    have h4 : 9 * π / (2 * ((2 : ℕ) : ℝ)) = 9 * π / 4 := by
      push_cast
      ring
    unfold fermiConst
    rw [h4, hc]
  have hr2 : rMin 2 = 4 * π * c / 5 := by
    unfold rMin
    rw [h2]
  have he : ∀ r : ℝ, hfEnergy 2 r = 3 * c ^ 2 / (10 * r ^ 2) - 3 * c / (4 * π * r) := by
    intro r
    unfold hfEnergy kineticEnergy exchangeEnergy
    rw [h2, sub_eq_add_neg]
  obtain ⟨hpos, hval, hmin⟩ := hfEnergy_minimum (g := 2) (by norm_num)
  rw [hr2] at hpos hval hmin
  rw [he] at hval
  -- the cube of the radius is 144π⁴/125, which bounds on π enclose
  have hc3 : c ^ 3 = 9 * π / 4 := by
    have h := fermiConst_cube 2
    rw [h2] at h
    rw [h]
    push_cast
    ring
  have hx : (4 * π * c / 5) ^ 3 = 144 / 125 * π ^ 4 := by
    calc (4 * π * c / 5) ^ 3 = 64 / 125 * π ^ 3 * c ^ 3 := by ring
      _ = 144 / 125 * π ^ 4 := by rw [hc3]; ring
  have lo : (3.14 : ℝ) ^ 4 < π ^ 4 :=
    pow_lt_pow_left₀ Real.pi_gt_d2 (by norm_num) (by norm_num)
  have hi : π ^ 4 < (3.15 : ℝ) ^ 4 :=
    pow_lt_pow_left₀ Real.pi_lt_d2 Real.pi_pos.le (by norm_num)
  have lo' : (97 : ℝ) < (3.14 : ℝ) ^ 4 := by norm_num
  have hi' : (3.15 : ℝ) ^ 4 < 99 := by norm_num
  refine ⟨⟨?_, ?_⟩, hval, fun r hr hne => ?_⟩
  · apply lt_of_pow_lt_pow_left₀ 3 hpos.le
    have h : (4.8 : ℝ) ^ 3 < 111 := by norm_num
    rw [hx]
    linarith
  · apply lt_of_pow_lt_pow_left₀ 3 (by norm_num)
    have h : (144 / 125 * 99 : ℝ) < (4.85 : ℝ) ^ 3 := by norm_num
    rw [hx]
    linarith
  · rw [← he]
    exact hmin r hr hne
```

## The polarised gas

The last theorem compares one component with two. The base of the cube root for \(g=1\) is twice that for \(g=2\), and `Real.mul_rpow` splits off the factor \(2^{1/3}\). Since `rMin` is proportional to `fermiConst`, the radii have the same ratio. The polarised gas thus reaches the same minimum energy at half the density.

```lean
/-- The minimising density radius of the one-component (fully spin-polarised) gas is `2^(1/3)`
times that of the two-component (paramagnetic) gas. -/
theorem rMin_polarised : rMin 1 = (2 : ℝ) ^ (1 / 3 : ℝ) * rMin 2 := by
  have h : fermiConst 1 = (2 : ℝ) ^ (1 / 3 : ℝ) * fermiConst 2 := by
    have hb : 9 * π / (2 * ((1 : ℕ) : ℝ)) = 2 * (9 * π / (2 * ((2 : ℕ) : ℝ))) := by
      push_cast
      ring
    unfold fermiConst
    rw [hb, Real.mul_rpow (by norm_num) (by positivity)]
  unfold rMin
  rw [h]
  ring

end

end JelliumHartreeFockMinimum
```

```lean
#print axioms JelliumHartreeFockMinimum.hfEnergy_hasDerivAt
#print axioms JelliumHartreeFockMinimum.energies_at_minimum
#print axioms JelliumHartreeFockMinimum.paramagnetic_minimum
#print axioms JelliumHartreeFockMinimum.rMin_polarised
```

```
'JelliumHartreeFockMinimum.hfEnergy_hasDerivAt' depends on axioms: [propext, Classical.choice, Quot.sound]
'JelliumHartreeFockMinimum.energies_at_minimum' depends on axioms: [propext, Classical.choice, Quot.sound]
'JelliumHartreeFockMinimum.paramagnetic_minimum' depends on axioms: [propext, Classical.choice, Quot.sound]
'JelliumHartreeFockMinimum.rMin_polarised' depends on axioms: [propext, Classical.choice, Quot.sound]
```
